# In the symmetric two-state Marcus model, the crossing point is a global minimum of the lower surface exactly when 2V ≥ λ

An electron shared by two equivalent sites may settle on one of them, with the surroundings relaxed around it, or spread over both. Let x be the reaction coordinate, with x = 0 and x = 1 the relaxed geometries of the two localised (diabatic) states. The reorganisation energy λ is the cost of taking one state to the other's relaxed geometry; V is the electronic coupling between them. The title takes λ > 0 and V ≥ 0. At which coupling does the midpoint x = 1/2 become a lowest-energy geometry?

```lean
import Mathlib

open Matrix

namespace MarcusAvoidedCrossing

noncomputable section
```

The Hamiltonian is a real 2×2 matrix. It assumes orthonormal diabatic states, equal parabolas, no driving force, one classical coordinate and a coupling independent of x.

```lean
/-- The Marcus Hamiltonian at reaction coordinate `x`: two diabatic parabolas with
reorganisation energy `lam`, coupled by `V`. -/
def marcus (lam V x : ℝ) : Matrix (Fin 2) (Fin 2) ℝ :=
  !![lam * x ^ 2, V; V, lam * (x - 1) ^ 2]
```

Write S for half the adiabatic gap, `halfGap`.

```lean
/-- Half the adiabatic energy gap at reaction coordinate `x`. -/
def halfGap (lam V x : ℝ) : ℝ :=
  Real.sqrt (((lam * x ^ 2 - lam * (x - 1) ^ 2) / 2) ^ 2 + V ^ 2)
```

Write m for the mean diabatic energy. The lower surface is E = m − S, called `lowerSurface`; part (c) justifies the name.

```lean
/-- The lower adiabatic surface: the mean diabatic energy minus half the adiabatic gap. -/
def lowerSurface (lam V x : ℝ) : ℝ :=
  (lam * x ^ 2 + lam * (x - 1) ^ 2) / 2 - halfGap lam V x
```

## (a) Half the gap

Show that S² = λ²(x − 1/2)² + V².

**Solution.** Half the difference of the diabatic energies is

d = λ(x² − (x − 1)²)/2 = λ(x − 1/2),

and S² = d² + V² by definition. In Lean, `Real.sq_sqrt` removes the root and `ring` does the algebra.

```lean
/-- The square of half the gap is the squared half-difference of the diabatic energies plus
the squared coupling. -/
theorem halfGap_sq (lam V x : ℝ) :
    halfGap lam V x ^ 2 = (lam * (x - 1 / 2)) ^ 2 + V ^ 2 := by
  unfold halfGap
  rw [Real.sq_sqrt (by positivity)]
  ring
```

## (b) The secular equation

Show that e is an eigenvalue exactly when (λx² − e)(λ(x − 1)² − e) = V².

**Solution.** An eigenvalue is a number e with Hv = ev for some nonzero real vector v, where H is the Hamiltonian. This says that H − e has a nonzero kernel vector, which happens exactly when its determinant vanishes. The proof first rewrites the eigenvalue equation as a kernel equation, then uses the determinant criterion.

```lean
/-- The secular equation: `e` is an eigenvalue of the Marcus Hamiltonian exactly when the product of
the two signed differences, diabatic energy minus `e`, is `V ^ 2`. -/
theorem secular_equation (lam V x e : ℝ) :
    (∃ v : Fin 2 → ℝ, v ≠ 0 ∧ marcus lam V x *ᵥ v = e • v) ↔
      (lam * x ^ 2 - e) * (lam * (x - 1) ^ 2 - e) = V ^ 2 := by
  have h : ∀ v : Fin 2 → ℝ, marcus lam V x *ᵥ v = e • v ↔
      !![lam * x ^ 2 - e, V; V, lam * (x - 1) ^ 2 - e] *ᵥ v = 0 := by
    intro v
    simp only [funext_iff, Fin.forall_fin_two]
    simp [marcus, Matrix.mulVec, dotProduct, Fin.sum_univ_two]
    constructor <;> rintro ⟨h1, h2⟩ <;> constructor <;> linarith
  simp only [h]
  -- a nonzero kernel vector exists exactly when the determinant vanishes
  rw [Matrix.exists_mulVec_eq_zero_iff, Matrix.det_fin_two_of]
  constructor <;> intro h' <;> linear_combination h'
```

## (c) The least eigenvalue

Show that E is the lowest eigenvalue at every x.

**Solution.** The diabatic energies are m + d and m − d, so (b) becomes

(m − e)² = d² + V² = S².

Hence e = m ± S, and the smaller value is E. `IsLeast` requires that E be an eigenvalue and that no eigenvalue lie below it; the second half follows from |m − e| ≤ S.

```lean
/-- The lower adiabatic surface is the least eigenvalue of the Marcus Hamiltonian. -/
theorem lowerSurface_isLeast (lam V x : ℝ) :
    IsLeast {e : ℝ | ∃ v : Fin 2 → ℝ, v ≠ 0 ∧ marcus lam V x *ᵥ v = e • v}
      (lowerSurface lam V x) := by
  constructor
  · refine (secular_equation lam V x _).2 ?_
    unfold lowerSurface
    linear_combination halfGap_sq lam V x
  · intro e he
    have h := (secular_equation lam V x e).1 he
    -- every eigenvalue lies within half a gap of the mean diabatic energy
    have hb : |(lam * x ^ 2 + lam * (x - 1) ^ 2) / 2 - e| ≤ halfGap lam V x := by
      apply Real.abs_le_sqrt
      apply le_of_eq
      linear_combination h
    have := (le_abs_self _).trans hb
    unfold lowerSurface
    linarith
```

## (d) Completing the square

Show that λE = (S − λ/2)² − V².

**Solution.** Since m = λ(x − 1/2)² + λ/4, part (a) gives λm = S² − V² + λ²/4. Therefore

λE = S² − λS + λ²/4 − V² = (S − λ/2)² − V².

Lean obtains this as a multiple of (a).

```lean
/-- Completing the square writes `lam` times the lower surface in terms of half the adiabatic gap
and the coupling. -/
theorem lowerSurface_square (lam V x : ℝ) :
    lam * lowerSurface lam V x = (halfGap lam V x - lam / 2) ^ 2 - V ^ 2 := by
  unfold lowerSurface
  linear_combination -halfGap_sq lam V x
```

## (e) Energy at the crossing

For V ≥ 0, find E(1/2).

**Solution.** Here d = 0, so S = √(V²) = V, and m = λ/4. Thus E(1/2) = λ/4 − V.

```lean
/-- For `0 ≤ V`, at the diabatic crossing point the lower surface lies `V` below the diabatic energy
`lam / 4`. -/
theorem lowerSurface_crossing (lam : ℝ) {V : ℝ} (hV : 0 ≤ V) :
    lowerSurface lam V (1 / 2) = lam / 4 - V := by
  have h : halfGap lam V (1 / 2) = V := by
    unfold halfGap
    rw [show ((lam * (1 / 2) ^ 2 - lam * (1 / 2 - 1) ^ 2) / 2) ^ 2 + V ^ 2 = V ^ 2 by ring]
    exact Real.sqrt_sq hV
  unfold lowerSurface
  rw [h]
  ring
```

## (f) Energy in the wells

Let λ > 0 and (x − 1/2)² = 1/4 − (V/λ)². Find E(x).

**Solution.** Multiplying the condition by λ² and using (a) gives S² = λ²/4. Both S and λ/2 are nonnegative, so S = λ/2. The square in (d) vanishes, leaving E = −V²/λ.

```lean
/-- For `0 < lam`, at coordinates with `(x - 1/2)^2 = 1/4 - (V/lam)^2` the lower surface has the
energy `-V^2/lam`. -/
theorem lowerSurface_well {lam V x : ℝ} (hlam : 0 < lam)
    (h : (x - 1 / 2) ^ 2 = 1 / 4 - (V / lam) ^ 2) :
    lowerSurface lam V x = -V ^ 2 / lam := by
  have hV : lam ^ 2 * (V / lam) ^ 2 = V ^ 2 := by
    rw [← mul_pow, mul_div_cancel₀ V hlam.ne']
  have hS : halfGap lam V x = lam / 2 := by
    have hsq : halfGap lam V x ^ 2 = (lam / 2) ^ 2 := by
      rw [halfGap_sq, mul_pow, h, mul_sub, hV]
      ring
    have h0 : 0 ≤ halfGap lam V x := Real.sqrt_nonneg _
    nlinarith
  have key := lowerSurface_square lam V x
  rw [hS] at key
  rw [eq_div_iff hlam.ne']
  linear_combination key
```

## (g) All minima at weak coupling

For λ > 0, V ≥ 0 and 2V ≤ λ, find every global minimum.

**Solution.** Since 0 ≤ V/λ ≤ 1/2, the condition in (f) has the solutions

x = 1/2 ± √(1/4 − (V/λ)²).

By (d), E ≥ −V²/λ everywhere, with equality only if S = λ/2, which by (a) is that same condition. The proof compares a supposed minimum with one such point to force the square to zero.

```lean
/-- For `0 < lam`, `0 ≤ V` and `2 V ≤ lam` the global minima of the lower surface are exactly the
coordinates with `(x - 1/2)^2 = 1/4 - (V/lam)^2`, and such a coordinate exists. -/
theorem minima_weak_coupling {lam V : ℝ} (hlam : 0 < lam) (hV : 0 ≤ V) (h : 2 * V ≤ lam) :
    (∃ x : ℝ, (x - 1 / 2) ^ 2 = 1 / 4 - (V / lam) ^ 2) ∧
    ∀ x, (∀ y, lowerSurface lam V x ≤ lowerSurface lam V y) ↔
      (x - 1 / 2) ^ 2 = 1 / 4 - (V / lam) ^ 2 := by
  have hex : ∃ x : ℝ, (x - 1 / 2) ^ 2 = 1 / 4 - (V / lam) ^ 2 := by
    have h1 : V / lam ≤ 1 / 2 := by
      rw [div_le_iff₀ hlam]
      linarith
    have h0 : 0 ≤ V / lam := by positivity
    refine ⟨1 / 2 + Real.sqrt (1 / 4 - (V / lam) ^ 2), ?_⟩
    rw [add_sub_cancel_left, Real.sq_sqrt (by nlinarith)]
  refine ⟨hex, fun x => ⟨fun hmin => ?_, fun hx y => ?_⟩⟩
  · obtain ⟨z, hz⟩ := hex
    have hle := hmin z
    rw [lowerSurface_well hlam hz, le_div_iff₀ hlam] at hle
    have key := lowerSurface_square lam V x
    -- the completed square must vanish at a minimum
    have h0 : (halfGap lam V x - lam / 2) ^ 2 = 0 :=
      le_antisymm (by linarith) (sq_nonneg _)
    have hS : halfGap lam V x = lam / 2 := by
      have := pow_eq_zero_iff (two_ne_zero) |>.1 h0
      linarith
    have hsq := halfGap_sq lam V x
    rw [hS] at hsq
    have hc : lam ^ 2 * (V / lam) ^ 2 = V ^ 2 := by
      rw [← mul_pow, mul_div_cancel₀ V hlam.ne']
    apply mul_left_cancel₀ (pow_ne_zero 2 hlam.ne')
    rw [mul_sub, hc]
    linear_combination -hsq
  · rw [lowerSurface_well hlam hx, div_le_iff₀ hlam]
    have key := lowerSurface_square lam V y
    linarith [sq_nonneg (halfGap lam V y - lam / 2)]
```

## (h) When the crossing is a minimum

For λ > 0 and V ≥ 0, show that x = 1/2 is a global minimum exactly when λ ≤ 2V.

**Solution.** If 2V < λ, a well from (g) lies strictly lower, because

λ/4 − V + V²/λ = (λ − 2V)²/(4λ) > 0.

If λ ≤ 2V, then S ≥ V and (d) give

λ(E(x) − E(1/2)) = (S − V)(S + V − λ) ≥ 0.

This product is what the final `nlinarith` receives.

```lean
/-- For `0 < lam` and `0 ≤ V`, the diabatic crossing point is a global minimum of the lower
adiabatic surface exactly when twice the coupling is at least the reorganisation energy. -/
theorem crossing_is_minimum_iff {lam V : ℝ} (hlam : 0 < lam) (hV : 0 ≤ V) :
    (∀ x, lowerSurface lam V (1 / 2) ≤ lowerSurface lam V x) ↔ lam ≤ 2 * V := by
  constructor
  · intro hmin
    by_contra hlt
    have hlt' : 2 * V < lam := not_le.1 hlt
    -- compare the crossing point with the bottom of a well
    obtain ⟨z, hz⟩ := (minima_weak_coupling hlam hV hlt'.le).1
    have hle := hmin z
    rw [lowerSurface_well hlam hz, lowerSurface_crossing lam hV, le_div_iff₀ hlam] at hle
    nlinarith [mul_pos (sub_pos.2 hlt') (sub_pos.2 hlt')]
  · intro h x
    -- half the gap is never smaller than the coupling
    have hS : V ≤ halfGap lam V x := by
      refine (le_abs_self V).trans (Real.abs_le_sqrt ?_)
      exact le_add_of_nonneg_left (sq_nonneg _)
    have key := lowerSurface_square lam V x
    rw [lowerSurface_crossing lam hV]
    apply le_of_mul_le_mul_left _ hlam
    rw [key]
    nlinarith [mul_nonneg (sub_nonneg.2 hS)
      (show 0 ≤ halfGap lam V x + V - lam by linarith)]
```

The surface depends on V only through V², so for negative V the criterion holds with |V| in place of V. As written, (e) and (h) can fail for V < 0. For λ = 1 and V = −1, E(1/2) is −3/4, not 5/4, and the crossing is a global minimum although λ ≤ 2V is false.

The same algebra by hand treats the upper surface m + S: λ(m + S) = (S + λ/2)² − V², which is smallest at S = V. For λ > 0 and V ≥ 0 its minimum is therefore always at x = 1/2.

## (i) The adiabatic barrier

For λ > 0, V ≥ 0 and 2V ≤ λ, find the height of the crossing above a global minimum.

**Solution.** Subtracting (f) from (e) gives (λ − 2V)²/(4λ). For 0 < 2V < λ, that is the classical barrier to electron transfer on the lower surface of this symmetric one-coordinate model; no rate constant is derived. The estimate λ/4 − V omits the lowering of the wells by V²/λ.

```lean
/-- For `0 < lam`, `0 ≤ V` and `2 V ≤ lam` the crossing point lies `(lam - 2 V)^2 / (4 lam)` above
any global minimum of the lower surface. -/
theorem adiabatic_barrier {lam V x : ℝ} (hlam : 0 < lam) (hV : 0 ≤ V) (h : 2 * V ≤ lam)
    (hx : ∀ y, lowerSurface lam V x ≤ lowerSurface lam V y) :
    lowerSurface lam V (1 / 2) - lowerSurface lam V x = (lam - 2 * V) ^ 2 / (4 * lam) := by
  have hw := ((minima_weak_coupling hlam hV h).2 x).1 hx
  rw [lowerSurface_crossing lam hV, lowerSurface_well hlam hw]
  have hne : lam ≠ 0 := hlam.ne'
  rw [eq_div_iff (by positivity)]
  have hc : -V ^ 2 / lam * lam = -V ^ 2 := div_mul_cancel₀ _ hne
  linear_combination -4 * hc

end

end MarcusAvoidedCrossing
```

```lean
#print axioms MarcusAvoidedCrossing.lowerSurface_isLeast
#print axioms MarcusAvoidedCrossing.crossing_is_minimum_iff
#print axioms MarcusAvoidedCrossing.adiabatic_barrier
```

```
'MarcusAvoidedCrossing.lowerSurface_isLeast' depends on axioms: [propext, Classical.choice, Quot.sound]
'MarcusAvoidedCrossing.crossing_is_minimum_iff' depends on axioms: [propext, Classical.choice, Quot.sound]
'MarcusAvoidedCrossing.adiabatic_barrier' depends on axioms: [propext, Classical.choice, Quot.sound]
```
